# The Converged OPES Bias Levels Off at Minus the Barrier Cutoff

A molecular dynamics run that starts in one metastable basin may never leave it, because the free-energy barrier is many times the thermal energy. In its standard form, the enhanced sampling method OPES (on-the-fly probability enhanced sampling) adds a bias potential along a collective variable, built from an estimate of that variable's unbiased probability distribution. The user supplies a barrier cutoff $E$, meant as the height of the barriers to be overcome. What does the bias do to regions that lie much higher than that?

Let $\beta=1/(k_BT)$, and let $F$ be the free energy at some value of the collective variable, with its zero chosen so that $e^{-\beta F}$ is the probability as OPES normalises it. Once the probability estimate has converged, the bias depends on the collective variable only through $F$:

$$V(F)=\frac{c}{\beta}\ln\left(e^{-\beta F}+\varepsilon\right),\qquad \varepsilon=e^{-\beta E/c}.$$

The number $c$ is the bias strength. In OPES it is $1-1/\gamma$ with the bias factor $\gamma>1$, so that $0<c<1$ for finite $\gamma$; an infinite bias factor gives $c=1$. The constant $\varepsilon$ regularises the logarithm: it is a floor under the probability, and it keeps the bias finite where the system is hardly ever found.

For $\beta>0$ and $c>0$, the biased free energy $B(F)=F+V(F)$ has slope strictly between $1-c$ and $1$. The bias stays above $-E$, and as $F$ grows it tends to $-E$ while the slope tends to $1$. High up, the bias is therefore nearly a constant shift, and the landscape keeps its original shape.

## Slope and lower bound

Differentiating the logarithm gives

$$\frac{dV}{dF}=\frac{c}{\beta}\,\frac{-\beta e^{-\beta F}}{e^{-\beta F}+\varepsilon}=-c\,p(F),\qquad p(F)=\frac{e^{-\beta F}}{e^{-\beta F}+\varepsilon},$$

so that $B'(F)=1-c\,p(F)$. Both terms in the denominator of $p$ are positive, hence $0<p<1$ and

$$1-c<B'(F)<1.$$

For the size of the bias, take $\varepsilon$ out of the logarithm. Since $\frac{c}{\beta}\ln\varepsilon=-E$,

$$V(F)=-E+\frac{c}{\beta}\ln\left(1+e^{-\beta(F-E/c)}\right).$$

The last term is positive, so $V(F)>-E$. From $\ln(1+x)\le x$ it also follows that

$$V(F)\le -E+\frac{c}{\beta}e^{-\beta(F-E/c)},$$

and the approach to $-E$ is exponentially fast. As $F\to\infty$, $e^{-\beta F}\to0$, which gives $V\to-E$, $p\to0$ and $B'\to1$.

The two terms in the denominator of $p$ are equal at $F=E/c$. There $p=\tfrac12$ and the slope is $1-c/2$, halfway between its bounds. The change from flattened to unflattened landscape is thus centred at $E/c$, which for $c<1$ and $E>0$ lies above $E$. With $c=\tfrac12$ it lies at $2E$.

## What happens to a finite barrier

Take two free energies $F_1<F_2$. By the mean value theorem, $B(F_2)-B(F_1)=B'(x)(F_2-F_1)$ for some $x$ between them, and the slope bounds give

$$(1-c)(F_2-F_1)<B(F_2)-B(F_1)<F_2-F_1.$$

The bias lowers every barrier, but never to less than the fraction $1-c$ of its height. If $c\le1$, the left side is not negative, and the order of free energies is preserved. For $c>1$ this fails: at very negative $F$ the slope approaches $1-c<0$.

Now take a basin whose free energy is zero on the scale used in $V$, and a barrier of height $F$ above it. Its height changes from $F$ to $B(F)-B(0)$, and it is lowered by

$$F-\left[B(F)-B(0)\right]=V(0)-V(F)<E+\frac{c}{\beta}\ln\left(1+e^{-\beta E/c}\right).$$

The right side is also the limit for large $F$. When $\beta E/c$ is large, the logarithm is negligible and the greatest possible reduction is practically $E$. If $E/c$ also lies well below the true barrier, roughly the difference between barrier and cutoff is left to be crossed by thermal fluctuations. In OPES the normalisation makes $e^{-\beta F}$ average to one over the explored region, so the deepest basin lies at some $F_0<0$. The greatest reduction of a barrier seen from there is then larger, about $E+c|F_0|$.

## The bias and its slope as real functions

In the formal version, $\beta$, $E$, $c$ and $F$ are real numbers, and units are not tracked.

In Lean 4 with Mathlib:

```lean
import Mathlib

open Filter Topology

namespace OPESBarrierCutoff

noncomputable section

variable {β E c : ℝ}
```

The first definition is the formula for $V$, with the regularisation written out.

```lean
/-- The OPES bias at a point of free energy `F`, with inverse temperature `β`, barrier
cutoff `E` and bias strength `c`; the domain is `β ≠ 0`, `c ≠ 0`. -/
def bias (β E c F : ℝ) : ℝ :=
  c / β * Real.log (Real.exp (-β * F) + Real.exp (-β * E / c))
```

The arguments come in the order `β E c F`. Thus `bias β E c` is a function of the free energy alone, which is how it appears in the limits below. The zero of $F$ matters, because the bias depends on the value of $F$ and not only on differences. In OPES the normalisation of the probability estimate fixes this zero; here it is taken as given.

The model describes the final state of the bias. The growth of the probability estimate during a run, its statistical error and the dynamics of the molecule do not enter.

```lean
/-- The free energy felt by the biased simulation, `F + V(F)`, for `β ≠ 0` and `c ≠ 0`. -/
def biasedFreeEnergy (β E c F : ℝ) : ℝ := F + bias β E c F
```

This is $B(F)$. The next definition writes down the candidate for its derivative, $1-c\,p(F)$.

```lean
/-- One minus `c` times the share of the Boltzmann factor in the regularised
probability, for `c ≠ 0`. -/
def slope (β E c F : ℝ) : ℝ :=
  1 - c * (Real.exp (-β * F) / (Real.exp (-β * F) + Real.exp (-β * E / c)))
```

## The derivative and its bounds

That `slope` really is the derivative has to be proved. `HasDerivAt f f' x` says that `f` is differentiable at `x` with derivative `f'`.

```lean
/-- For `β ≠ 0`, the derivative of the biased free energy with respect to the
unbiased one is `slope`. -/
theorem hasDerivAt_biasedFreeEnergy (hβ : β ≠ 0) (F : ℝ) :
    HasDerivAt (biasedFreeEnergy β E c) (slope β E c F) F := by
  have h0 : HasDerivAt (fun x : ℝ => -β * x) (-β) F :=
    ((hasDerivAt_id' F).const_mul (-β)).congr_deriv (mul_one _)
  have hne : Real.exp (-β * F) + Real.exp (-β * E / c) ≠ 0 := by positivity
  have hlog := (h0.exp.add_const (Real.exp (-β * E / c))).log hne
  have h := (hasDerivAt_id' F).fun_add (hlog.const_mul (c / β))
  refine HasDerivAt.congr_deriv h ?_
  -- the inverse temperature cancels against the prefactor of the bias
  have hcancel : c / β * β = c := div_mul_cancel₀ c hβ
  unfold slope
  linear_combination (-(Real.exp (-β * F) /
    (Real.exp (-β * F) + Real.exp (-β * E / c)))) * hcancel
```

The proof differentiates from the inside out: `h0` handles the exponent $-\beta F$, `hlog` the logarithm of the sum, and `h` adds the derivative of $F$ itself. The logarithm rule needs a nonzero argument, supplied by `hne`. What remains is the cancellation of $\beta$ against the prefactor $c/\beta$, stated as `hcancel` and used by `linear_combination`.

```lean
/-- For `c > 0`, the slope lies strictly between `1 - c` and `1`. -/
theorem slope_bounds (hc : 0 < c) (F : ℝ) :
    1 - c < slope β E c F ∧ slope β E c F < 1 := by
  have ha := Real.exp_pos (-β * F)
  have hb := Real.exp_pos (-β * E / c)
  have h0 : 0 < Real.exp (-β * F) / (Real.exp (-β * F) + Real.exp (-β * E / c)) := by
    positivity
  have h1 : Real.exp (-β * F) / (Real.exp (-β * F) + Real.exp (-β * E / c)) < 1 :=
    (div_lt_one (by positivity)).2 (by linarith)
  unfold slope
  constructor <;> nlinarith [mul_pos hc h0, mul_pos hc (sub_pos.2 h1)]
```

Here `h0` and `h1` are the inequalities $0<p$ and $p<1$. Multiplied by $c>0$, they give the two bounds on $1-c\,p$; `nlinarith` receives these products as hints. The sign of $\beta$ plays no part, since exponentials are positive in any case.

## The floor and the limits

```lean
/-- For `β, c > 0`, the bias stays strictly above `-E`, and exceeds it by at most
`(c/β) exp(-β (F - E/c))`. -/
theorem bias_bounds (hβ : 0 < β) (hc : 0 < c) (F : ℝ) :
    -E < bias β E c F ∧
      bias β E c F ≤ -E + c / β * Real.exp (-β * (F - E / c)) := by
  have h1 : Real.exp (-β * F)
      = Real.exp (-β * E / c) * Real.exp (-β * (F - E / c)) := by
    rw [← Real.exp_add]
    congr 1
    ring
  have h2 : Real.exp (-β * F) + Real.exp (-β * E / c)
      = Real.exp (-β * E / c) * (1 + Real.exp (-β * (F - E / c))) := by
    linear_combination h1
  have h3 : c / β * (-β * E / c) = -E := by field_simp
  -- the bias is the constant `-E` plus a positive softplus term
  have h4 : bias β E c F
      = -E + c / β * Real.log (1 + Real.exp (-β * (F - E / c))) := by
    unfold bias
    rw [h2, Real.log_mul (Real.exp_pos _).ne' (by positivity), Real.log_exp]
    linear_combination h3
  have hx := Real.exp_pos (-β * (F - E / c))
  have hcb : 0 < c / β := div_pos hc hβ
  have hlow : 0 < Real.log (1 + Real.exp (-β * (F - E / c))) :=
    Real.log_pos (by linarith)
  have hup : Real.log (1 + Real.exp (-β * (F - E / c)))
      ≤ Real.exp (-β * (F - E / c)) := by
    have := Real.log_le_sub_one_of_pos
      (show 0 < 1 + Real.exp (-β * (F - E / c)) by positivity)
    linarith
  rw [h4]
  constructor
  · linarith [mul_pos hcb hlow]
  · linarith [mul_le_mul_of_nonneg_left hup hcb.le]
```

The factorisation is carried out in `h1` and `h2`, the identity $\frac{c}{\beta}\ln\varepsilon=-E$ is `h3`, and `h4` is the resulting form of $V$. The lower bound then comes from `hlow`, the positivity of $\ln(1+x)$ for $x>0$, and the upper bound from `hup`, the inequality $\ln(1+x)\le x$. No sign is required of $E$.

```lean
/-- For `β, c > 0`, as the free energy grows the bias tends to `-E` and the slope of
the biased free energy tends to `1`. -/
theorem high_barrier_limits (hβ : 0 < β) (hc : 0 < c) :
    Tendsto (bias β E c) atTop (𝓝 (-E)) ∧ Tendsto (slope β E c) atTop (𝓝 1) := by
  have hexp : Tendsto (fun F : ℝ => Real.exp (-β * F)) atTop (𝓝 0) :=
    Real.tendsto_exp_atBot.comp
      (Tendsto.const_mul_atTop_of_neg (neg_lt_zero.mpr hβ) tendsto_id)
  have hsum := hexp.add_const (Real.exp (-β * E / c))
  have hne : 0 + Real.exp (-β * E / c) ≠ 0 := by positivity
  constructor
  · have h := (hsum.log hne).const_mul (c / β)
    have hlim : c / β * Real.log (0 + Real.exp (-β * E / c)) = -E := by
      rw [zero_add, Real.log_exp]
      field_simp
    rw [hlim] at h
    exact h
  · have h := ((hexp.div hsum hne).const_mul c).const_sub 1
    rw [zero_div, mul_zero, sub_zero] at h
    exact h
```

`Tendsto (bias β E c) atTop (𝓝 (-E))` reads: $V(F)\to-E$ as $F\to+\infty$. Both limits start from `hexp`, which states $e^{-\beta F}\to0$; this is where the sign of $\beta$ matters, while the value $-E$ of the first limit needs only $\beta\neq0$ and $c\neq0$. The sum inside the logarithm then tends to $\varepsilon\neq0$, so the logarithm and the quotient $p$ can be followed to their limits.

The main theorem collects these results.

```lean
/-- Barrier cutoff in OPES, for `β, c > 0`: the biased free energy has slope strictly
between `1 - c` and `1`, the bias stays above `-E`, and for growing free energy the bias
tends to `-E` and the slope to `1`. -/
theorem opes_barrier_cutoff (hβ : 0 < β) (hc : 0 < c) :
    (∀ F, HasDerivAt (biasedFreeEnergy β E c) (slope β E c F) F ∧
      1 - c < slope β E c F ∧ slope β E c F < 1) ∧
    (∀ F, -E < bias β E c F) ∧
    Tendsto (bias β E c) atTop (𝓝 (-E)) ∧
    Tendsto (slope β E c) atTop (𝓝 1) :=
  ⟨fun F => ⟨hasDerivAt_biasedFreeEnergy hβ.ne' F, slope_bounds hc F⟩,
    fun F => (bias_bounds hβ hc F).1, high_barrier_limits hβ hc⟩
```

Its hypotheses are only $\beta>0$ and $c>0$, so it includes the range $0<c<1$ used in simulations. The first part holds at every real $F$ and combines the derivative with its two bounds. The other parts are the lower bound on the bias and the two limits.

## Barriers, ordering and saturation

```lean
/-- For `β, c > 0`, a free-energy difference `F₂ - F₁ > 0` is lowered by the bias, but
stays above `1 - c` times its original value. -/
theorem biased_barrier_bounds (hβ : 0 < β) (hc : 0 < c) {F₁ F₂ : ℝ} (h : F₁ < F₂) :
    (1 - c) * (F₂ - F₁) < biasedFreeEnergy β E c F₂ - biasedFreeEnergy β E c F₁ ∧
      biasedFreeEnergy β E c F₂ - biasedFreeEnergy β E c F₁ < F₂ - F₁ := by
  have hd := hasDerivAt_biasedFreeEnergy (E := E) (c := c) hβ.ne'
  -- the mean value theorem turns the slope bounds into barrier bounds
  obtain ⟨x, _, hx⟩ := exists_hasDerivAt_eq_slope (biasedFreeEnergy β E c)
    (slope β E c) h (fun y _ => (hd y).continuousAt.continuousWithinAt)
    (fun y _ => hd y)
  have hpos : 0 < F₂ - F₁ := sub_pos.2 h
  rw [eq_div_iff hpos.ne'] at hx
  obtain ⟨hl, hu⟩ := slope_bounds (β := β) (E := E) hc x
  rw [← hx]
  constructor <;> nlinarith [mul_pos (sub_pos.2 hl) hpos, mul_pos (sub_pos.2 hu) hpos]
```

The mean value theorem enters as `exists_hasDerivAt_eq_slope`, which provides a point `x` where the derivative equals the difference quotient. Multiplying by the positive number $F_2-F_1$ and inserting the slope bounds at `x` completes the argument.

```lean
/-- For `β > 0` and `0 < c ≤ 1`, the bias preserves the order of free energies. -/
theorem biasedFreeEnergy_strictMono (hβ : 0 < β) (hc : 0 < c) (hc1 : c ≤ 1) :
    StrictMono (biasedFreeEnergy β E c) := by
  intro F₁ F₂ h
  have h1 := (biased_barrier_bounds (E := E) hβ hc h).1
  have h2 : 0 ≤ (1 - c) * (F₂ - F₁) :=
    mul_nonneg (sub_nonneg.2 hc1) (sub_pos.2 h).le
  linarith
```

`StrictMono` means that $F_1<F_2$ implies $B(F_1)<B(F_2)$. A value of the collective variable with higher free energy than another before biasing still has the higher one afterwards. This does not carry over to the populations of whole basins, which are integrals over many values: flattening can make a wide, shallow basin more populated than a narrow, deep one. The case $c=1$ is included, because the lower bound on the barrier is strict.

```lean
/-- For `β, c > 0`, the amount by which the bias lowers a barrier `F` measured from free
energy zero is below `E + (c/β) ln(1 + exp(-βE/c))`, and tends to this value as `F` grows. -/
theorem barrier_reduction_saturates (hβ : 0 < β) (hc : 0 < c) :
    (∀ F, F - (biasedFreeEnergy β E c F - biasedFreeEnergy β E c 0)
      < E + c / β * Real.log (1 + Real.exp (-β * E / c))) ∧
    Tendsto (fun F => F - (biasedFreeEnergy β E c F - biasedFreeEnergy β E c 0)) atTop
      (𝓝 (E + c / β * Real.log (1 + Real.exp (-β * E / c)))) := by
  have h0 : biasedFreeEnergy β E c 0
      = c / β * Real.log (1 + Real.exp (-β * E / c)) := by
    unfold biasedFreeEnergy bias
    rw [mul_zero, Real.exp_zero, zero_add]
  -- the reduction is the difference of the bias at the two ends
  have hred : ∀ F, c / β * Real.log (1 + Real.exp (-β * E / c)) - bias β E c F
      = F - (biasedFreeEnergy β E c F - biasedFreeEnergy β E c 0) := by
    intro F
    rw [h0]
    unfold biasedFreeEnergy
    ring
  constructor
  · intro F
    rw [← hred F]
    linarith [(bias_bounds (E := E) hβ hc F).1]
  · have h := (high_barrier_limits (E := E) hβ hc).1.const_sub
      (c / β * Real.log (1 + Real.exp (-β * E / c)))
    have hlim : c / β * Real.log (1 + Real.exp (-β * E / c)) - -E
        = E + c / β * Real.log (1 + Real.exp (-β * E / c)) := by ring
    rw [hlim] at h
    exact h.congr hred
```

The value $B(0)=V(0)$ is computed in `h0`, and `hred` rewrites the reduction as $V(0)-V(F)$. The bound then follows from $V(F)>-E$, and the limit from $V(F)\to-E$. The statement treats $F$ as a height above a basin at free energy zero, although the inequality holds for every real $F$.

```lean
/-- For `c ≠ 0` and barrier cutoff `c * E`, the slope at free energy `E` is `1 - c/2`, halfway
between `1 - c` and `1`. -/
theorem slope_at_crossover (hc : c ≠ 0) : slope β (c * E) c E = 1 - c / 2 := by
  have harg : -β * (c * E) / c = -β * E := by field_simp
  have hx := Real.exp_pos (-β * E)
  have hhalf : Real.exp (-β * E) / (Real.exp (-β * E) + Real.exp (-β * E)) = 1 / 2 := by
    rw [div_eq_div_iff (by positivity) two_ne_zero]
    ring
  unfold slope
  rw [harg, hhalf]
  ring

end

end OPESBarrierCutoff
```

In this last theorem the cutoff passed to `slope` is `c * E`, and the free energy is `E`. For a cutoff $E'=cE$, the point in question is $E=E'/c$, which is the crossover found by hand. With this choice both exponentials become $e^{-\beta E}$, as `harg` shows, their share `hhalf` is one half, and the slope is $1-c/2$.

```lean
#print axioms OPESBarrierCutoff.opes_barrier_cutoff
#print axioms OPESBarrierCutoff.biasedFreeEnergy_strictMono
#print axioms OPESBarrierCutoff.barrier_reduction_saturates
#print axioms OPESBarrierCutoff.slope_at_crossover
```

```
'OPESBarrierCutoff.opes_barrier_cutoff' depends on axioms: [propext, Classical.choice, Quot.sound]
'OPESBarrierCutoff.biasedFreeEnergy_strictMono' depends on axioms: [propext, Classical.choice, Quot.sound]
'OPESBarrierCutoff.barrier_reduction_saturates' depends on axioms: [propext, Classical.choice, Quot.sound]
'OPESBarrierCutoff.slope_at_crossover' depends on axioms: [propext, Classical.choice, Quot.sound]
```
